# Doubly occupying the bonding orbital of minimal-basis H₂ leaves half an on-site repulsion at dissociation

Stretch minimal-basis H₂ so that the overlap and all two-centre integrals vanish, while the one-centre core energy tends to $h$ and the one-centre repulsion to $A_\infty\ge 0$. The restricted electronic energy then tends to $2h+A_\infty/2$, whereas the lowest eigenvalue of the two-configuration matrix tends to $2h$, the energy of two separate atoms.

In Lean 4 with Mathlib:

```lean
import Mathlib

open Filter Topology Matrix

namespace MinimalBasisH2

noncomputable section

/-- Integrals over two equivalent atomic orbitals a and b: overlap `s`, core elements `haa`, `hab`,
and repulsions `A = (aa|aa)`, `B = (aa|bb)`, `X = (ab|ab)`, `L = (aa|ab)`. -/
structure Integrals where
  (s haa hab A B X L : ℝ)

/-- Overlap matrix of the atomic orbitals. -/
def overlap (I : Integrals) (i j : Fin 2) : ℝ := if i = j then 1 else I.s

/-- Core Hamiltonian in the atomic orbitals. -/
def core (I : Integrals) (i j : Fin 2) : ℝ := if i = j then I.haa else I.hab

/-- Electron repulsion integrals `(ij|kl)` in the atomic orbitals. -/
def eri (I : Integrals) (i j k l : Fin 2) : ℝ :=
  if i = j then (if k = l then (if i = k then I.A else I.B) else I.L)
  else (if k = l then I.L else I.X)

/-- Matrix element of a one-electron quantity between two molecular orbitals. -/
def oneBody (M : Fin 2 → Fin 2 → ℝ) (c d : Fin 2 → ℝ) : ℝ :=
  ∑ i, ∑ j, c i * d j * M i j

/-- Repulsion integral `(cd|ef)` over molecular orbitals. -/
def twoBody (I : Integrals) (c d e f : Fin 2 → ℝ) : ℝ :=
  ∑ i, ∑ j, ∑ k, ∑ l, c i * d j * e k * f l * eri I i j k l

/-- Normalisation factor of the gerade orbital. -/
def normG (I : Integrals) : ℝ := 1 / √(2 * (1 + I.s))

/-- Normalisation factor of the ungerade orbital. -/
def normU (I : Integrals) : ℝ := 1 / √(2 * (1 - I.s))

/-- The gerade orbital, proportional to a + b. -/
def gerade (I : Integrals) : Fin 2 → ℝ := fun _ => normG I

/-- The ungerade orbital, proportional to a - b. -/
def ungerade (I : Integrals) : Fin 2 → ℝ := fun i => if i = 0 then normU I else -normU I

/-- Electronic energy of the determinant with orbital `c` doubly occupied. -/
def closedShell (I : Integrals) (c : Fin 2 → ℝ) : ℝ :=
  2 * oneBody (core I) c c + twoBody I c c c c

/-- Restricted energy: the gerade orbital is doubly occupied. -/
def rhfEnergy (I : Integrals) : ℝ := closedShell I (gerade I)

/-- Coupling `(gu|gu)` between the two closed-shell configurations. -/
def coupling (I : Integrals) : ℝ :=
  twoBody I (gerade I) (ungerade I) (gerade I) (ungerade I)

/-- Hamiltonian matrix in the configurations g² and u². -/
def ciMatrix (I : Integrals) : Matrix (Fin 2) (Fin 2) ℝ :=
  !![rhfEnergy I, coupling I; coupling I, closedShell I (ungerade I)]

/-- Lower root of the characteristic equation of the two-configuration matrix. -/
def ciEnergy (I : Integrals) : ℝ :=
  (rhfEnergy I + closedShell I (ungerade I)) / 2 -
    √(((rhfEnergy I - closedShell I (ungerade I)) / 2) ^ 2 + coupling I ^ 2)

/-- Dissociation along a filter: overlap and all two-centre integrals vanish, while the
one-centre integrals tend to `h` and `A`. -/
structure Dissociates {ι : Type*} (I : ι → Integrals) (l : Filter ι) (h A : ℝ) : Prop where
  s : Tendsto (fun n => (I n).s) l (𝓝 0)
  haa : Tendsto (fun n => (I n).haa) l (𝓝 h)
  hab : Tendsto (fun n => (I n).hab) l (𝓝 0)
  A : Tendsto (fun n => (I n).A) l (𝓝 A)
  B : Tendsto (fun n => (I n).B) l (𝓝 0)
  X : Tendsto (fun n => (I n).X) l (𝓝 0)
  L : Tendsto (fun n => (I n).L) l (𝓝 0)

/-- The squared normalisation factors are `1/(2(1+s))` and `1/(2(1-s))`. -/
theorem norm_sq (I : Integrals) (h1 : -1 < I.s) (h2 : I.s < 1) :
    normG I ^ 2 = 1 / (2 * (1 + I.s)) ∧ normU I ^ 2 = 1 / (2 * (1 - I.s)) := by
  constructor
  · rw [normG, div_pow, one_pow, Real.sq_sqrt (by linarith)]
  · rw [normU, div_pow, one_pow, Real.sq_sqrt (by linarith)]

/-- The gerade and ungerade orbitals are orthonormal. -/
theorem orbitals_orthonormal (I : Integrals) (h1 : -1 < I.s) (h2 : I.s < 1) :
    oneBody (overlap I) (gerade I) (gerade I) = 1 ∧
    oneBody (overlap I) (ungerade I) (ungerade I) = 1 ∧
    oneBody (overlap I) (gerade I) (ungerade I) = 0 := by
  obtain ⟨hg, hu⟩ := norm_sq I h1 h2
  have p : 1 + I.s ≠ 0 := by linarith
  have m : 1 - I.s ≠ 0 := by linarith
  have hg' : normG I ^ 2 * (2 * (1 + I.s)) = 1 := by
    rw [hg]; exact one_div_mul_cancel (mul_ne_zero two_ne_zero p)
  have hu' : normU I ^ 2 * (2 * (1 - I.s)) = 1 := by
    rw [hu]; exact one_div_mul_cancel (mul_ne_zero two_ne_zero m)
  simp only [oneBody, overlap, gerade, ungerade, Fin.sum_univ_two, Fin.isValue,
    one_ne_zero, zero_ne_one, ↓reduceIte]
  exact ⟨by linear_combination hg', by linear_combination hu', by ring⟩

/-- The two configuration energies and their coupling in terms of atomic-orbital integrals. -/
theorem configuration_integrals (I : Integrals) (h1 : -1 < I.s) (h2 : I.s < 1) :
    rhfEnergy I = 2 * ((I.haa + I.hab) / (1 + I.s)) +
      (I.A + I.B + 2 * I.X + 4 * I.L) / (2 * (1 + I.s) ^ 2) ∧
    closedShell I (ungerade I) = 2 * ((I.haa - I.hab) / (1 - I.s)) +
      (I.A + I.B + 2 * I.X - 4 * I.L) / (2 * (1 - I.s) ^ 2) ∧
    coupling I = (I.A - I.B) / (2 * ((1 + I.s) * (1 - I.s))) := by
  obtain ⟨hg, hu⟩ := norm_sq I h1 h2
  have p : 1 + I.s ≠ 0 := by linarith
  have m : 1 - I.s ≠ 0 := by linarith
  -- expand the orbital transformation, then insert the normalisation
  have e1 : rhfEnergy I = 4 * normG I ^ 2 * (I.haa + I.hab) +
      (normG I ^ 2) ^ 2 * (2 * I.A + 2 * I.B + 4 * I.X + 8 * I.L) := by
    simp only [rhfEnergy, closedShell, oneBody, twoBody, core, eri, gerade,
      Fin.sum_univ_two, Fin.isValue, one_ne_zero, zero_ne_one, ↓reduceIte]
    ring
  have e2 : closedShell I (ungerade I) = 4 * normU I ^ 2 * (I.haa - I.hab) +
      (normU I ^ 2) ^ 2 * (2 * I.A + 2 * I.B + 4 * I.X - 8 * I.L) := by
    simp only [closedShell, oneBody, twoBody, core, eri, ungerade,
      Fin.sum_univ_two, Fin.isValue, one_ne_zero, zero_ne_one, ↓reduceIte]
    ring
  have e3 : coupling I = normG I ^ 2 * normU I ^ 2 * (2 * I.A - 2 * I.B) := by
    simp only [coupling, twoBody, eri, gerade, ungerade,
      Fin.sum_univ_two, Fin.isValue, one_ne_zero, zero_ne_one, ↓reduceIte]
    ring
  rw [e1, e2, e3, hg, hu]
  refine ⟨?_, ?_, ?_⟩ <;> field_simp <;> ring

/-- `ciEnergy` is the least eigenvalue of the two-configuration matrix. -/
theorem ciEnergy_isLeast (I : Integrals) :
    IsLeast {E : ℝ | ∃ v : Fin 2 → ℝ, v ≠ 0 ∧ ciMatrix I *ᵥ v = E • v} (ciEnergy I) := by
  -- eigenvalues are the roots of the characteristic equation
  have key : ∀ E : ℝ, (∃ v : Fin 2 → ℝ, v ≠ 0 ∧ ciMatrix I *ᵥ v = E • v) ↔
      (rhfEnergy I - E) * (closedShell I (ungerade I) - E) - coupling I * coupling I = 0 := by
    intro E
    have hM : ciMatrix I - E • (1 : Matrix (Fin 2) (Fin 2) ℝ) =
        !![rhfEnergy I - E, coupling I; coupling I, closedShell I (ungerade I) - E] := by
      ext i j
      fin_cases i <;> fin_cases j <;> simp [ciMatrix]
    rw [← Matrix.det_fin_two_of, ← hM, ← Matrix.exists_mulVec_eq_zero_iff]
    simp only [Matrix.sub_mulVec, Matrix.smul_mulVec, Matrix.one_mulVec, sub_eq_zero]
  constructor
  · refine (key _).2 ?_
    have hr := Real.sq_sqrt (show 0 ≤ ((rhfEnergy I - closedShell I (ungerade I)) / 2) ^ 2 +
      coupling I ^ 2 by positivity)
    unfold ciEnergy
    linear_combination hr
  · intro E hE
    have hE' := (key E).1 hE
    have hb := Real.abs_le_sqrt (show
      ((rhfEnergy I + closedShell I (ungerade I)) / 2 - E) ^ 2 ≤
        ((rhfEnergy I - closedShell I (ungerade I)) / 2) ^ 2 + coupling I ^ 2 by
      linarith)
    have := (le_abs_self _).trans hb
    unfold ciEnergy
    linarith

/-- On dissociation both configuration energies tend to `2h + A/2` and their coupling
tends to `A/2`. -/
theorem configuration_limits {ι : Type*} {I : ι → Integrals} {l : Filter ι} {h A : ℝ}
    (D : Dissociates I l h A) :
    Tendsto (fun n => rhfEnergy (I n)) l (𝓝 (2 * h + A / 2)) ∧
    Tendsto (fun n => closedShell (I n) (ungerade (I n))) l (𝓝 (2 * h + A / 2)) ∧
    Tendsto (fun n => coupling (I n)) l (𝓝 (A / 2)) := by
  -- the overlap eventually lies in the physical range
  have ev : ∀ᶠ n in l, -1 < (I n).s ∧ (I n).s < 1 :=
    (D.s.eventually_const_lt (by norm_num)).and (D.s.eventually_lt_const (by norm_num))
  have p := D.s.const_add 1
  have m := D.s.const_sub 1
  have t1 := (((D.haa.add D.hab).div p (by norm_num)).const_mul 2).add
    ((((D.A.add D.B).add (D.X.const_mul 2)).add (D.L.const_mul 4)).div
      ((p.pow 2).const_mul 2) (by norm_num))
  have t2 := (((D.haa.sub D.hab).div m (by norm_num)).const_mul 2).add
    ((((D.A.add D.B).add (D.X.const_mul 2)).sub (D.L.const_mul 4)).div
      ((m.pow 2).const_mul 2) (by norm_num))
  have t3 := (D.A.sub D.B).div ((p.mul m).const_mul 2) (by norm_num)
  refine ⟨?_, ?_, ?_⟩
  · rw [show 2 * h + A / 2 = 2 * ((h + 0) / (1 + 0)) +
      (A + 0 + 2 * 0 + 4 * 0) / (2 * (1 + 0) ^ 2) by norm_num]
    exact t1.congr' (ev.mono fun n hn => (configuration_integrals (I n) hn.1 hn.2).1.symm)
  · rw [show 2 * h + A / 2 = 2 * ((h - 0) / (1 - 0)) +
      (A + 0 + 2 * 0 - 4 * 0) / (2 * (1 - 0) ^ 2) by norm_num]
    exact t2.congr' (ev.mono fun n hn => (configuration_integrals (I n) hn.1 hn.2).2.1.symm)
  · rw [show A / 2 = (A - 0) / (2 * ((1 + 0) * (1 - 0))) by norm_num]
    exact t3.congr' (ev.mono fun n hn => (configuration_integrals (I n) hn.1 hn.2).2.2.symm)

/-- Dissociation failure: the restricted energy tends to `2h + A/2`, whereas the lower
two-configuration energy tends to `2h`. -/
theorem dissociation_failure {ι : Type*} {I : ι → Integrals} {l : Filter ι} {h A : ℝ}
    (D : Dissociates I l h A) (hA : 0 ≤ A) :
    Tendsto (fun n => rhfEnergy (I n)) l (𝓝 (2 * h + A / 2)) ∧
    Tendsto (fun n => ciEnergy (I n)) l (𝓝 (2 * h)) := by
  obtain ⟨tg, tu, tk⟩ := configuration_limits D
  refine ⟨tg, ?_⟩
  have t := ((tg.add tu).div_const 2).sub
    ((((tg.sub tu).div_const 2).pow 2).add (tk.pow 2)).sqrt
  -- the configurations become degenerate, so the root reduces to the coupling
  have e : (2 * h + A / 2 + (2 * h + A / 2)) / 2 -
      √(((2 * h + A / 2 - (2 * h + A / 2)) / 2) ^ 2 + (A / 2) ^ 2) = 2 * h := by
    rw [show ((2 * h + A / 2 - (2 * h + A / 2)) / 2) ^ 2 + (A / 2) ^ 2 = (A / 2) ^ 2 by ring,
      Real.sqrt_sq (by linarith)]
    ring
  rw [e] at t
  exact t

/-- With all two-centre integrals zero, the difference and the sum of the two configurations
are eigenvectors with energies `2h` and `2h + A`. -/
theorem separated_eigenvectors (h A : ℝ) :
    ciMatrix ⟨0, h, 0, A, 0, 0, 0⟩ *ᵥ ![1, -1] = (2 * h) • ![1, -1] ∧
    ciMatrix ⟨0, h, 0, A, 0, 0, 0⟩ *ᵥ ![1, 1] = (2 * h + A) • ![1, 1] := by
  obtain ⟨e1, e2, e3⟩ := configuration_integrals ⟨0, h, 0, A, 0, 0, 0⟩
    (by norm_num) (by norm_num)
  rw [ciMatrix, e1, e2, e3]
  constructor <;> ext i <;> fin_cases i <;>
    simp [Matrix.mulVec, dotProduct, Fin.sum_univ_two] <;> ring

end

end MinimalBasisH2
```

```lean
#print axioms MinimalBasisH2.orbitals_orthonormal
-- 'MinimalBasisH2.orbitals_orthonormal' depends on axioms: [propext, Classical.choice, Quot.sound]
#print axioms MinimalBasisH2.ciEnergy_isLeast
-- 'MinimalBasisH2.ciEnergy_isLeast' depends on axioms: [propext, Classical.choice, Quot.sound]
#print axioms MinimalBasisH2.dissociation_failure
-- 'MinimalBasisH2.dissociation_failure' depends on axioms: [propext, Classical.choice, Quot.sound]
#print axioms MinimalBasisH2.separated_eigenvectors
-- 'MinimalBasisH2.separated_eigenvectors' depends on axioms: [propext, Classical.choice, Quot.sound]
```

## Seven integrals and a limit

Each atom carries one real orbital, $a$ or $b$. An `Integrals` record holds the overlap $s$, the core elements $h_{aa}$ and $h_{ab}$, and the repulsions $A=(aa|aa)$, $B=(aa|bb)$, $X=(ab|ab)$ and $L=(aa|ab)$, in charge-density notation. The functions `overlap`, `core` and `eri` arrange these numbers by site, with index 0 for $a$ and 1 for $b$.

The molecular orbitals are

$$g=\frac{a+b}{\sqrt{2(1+s)}},\qquad u=\frac{a-b}{\sqrt{2(1-s)}}.$$

`rhfEnergy` is the energy $E_g=2h_{gg}+(gg|gg)$ of the determinant $g^2$. The orbital is fixed by symmetry; no minimisation over orbitals is carried out. `ciMatrix` has $E_g$ and the corresponding $E_u$ on its diagonal and $K=(gu|gu)$ off it. These matrix elements are taken as definitions, not derived from a many-electron Hamiltonian.

`Dissociates I l h A` states the limits of the seven integrals along a filter `l`, which covers both a sequence of geometries and a continuously growing bond length. Its argument `A` is the limit written $A_\infty$ here. The hypothesis stands for the fading of orbital overlap and of Coulomb interactions between distant atoms; it is assumed, not derived from particular orbitals. The condition $A_\infty\ge0$ expresses that a charge distribution repels itself. Nuclear repulsion is left out of the energies.

## Energies at finite separation

For $|s|<1$, expanding the squared norms gives $(2\pm2s)/(2(1\pm s))=1$, and the cross term between $g$ and $u$ cancels. This is `orbitals_orthonormal`, which uses the squared normalisation factors from `norm_sq`.

In $(gg|gg)$, the sixteen site terms add up to $2A+2B+4X+8L$, multiplied by $1/(4(1+s)^2)$. For $u$, the sign of $L$ changes. Hence

$$E_g=\frac{2(h_{aa}+h_{ab})}{1+s}+\frac{A+B+2X+4L}{2(1+s)^2},$$

$$E_u=\frac{2(h_{aa}-h_{ab})}{1-s}+\frac{A+B+2X-4L}{2(1-s)^2}.$$

The product $gu$ is proportional to $a^2-b^2$, so only $A$ and $B$ survive in the coupling:

$$K=\frac{A-B}{2(1-s^2)}.$$

`configuration_integrals` proves these formulas by expanding the finite sums, inserting the squared normalisation factors and clearing denominators.

## The lower root

Put $m=(E_g+E_u)/2$ and $\delta=(E_g-E_u)/2$. A number $E$ is an eigenvalue exactly when

$$(E_g-E)(E_u-E)-K^2=(m-E)^2-\delta^2-K^2=0.$$

Thus $|m-E|=\sqrt{\delta^2+K^2}$, and every eigenvalue satisfies $E\ge m-\sqrt{\delta^2+K^2}$. This bound is itself a root. `ciEnergy_isLeast` follows the same argument: a vanishing determinant supplies the nonzero eigenvector, and `Real.abs_le_sqrt` gives the bound.

## What happens at dissociation

Since $s\to0$, the condition $|s|<1$ eventually holds and the closed formulas apply. Taking limits term by term, `configuration_limits` obtains

$$E_g,\;E_u\to 2h+\frac{A_\infty}{2},\qquad K\to\frac{A_\infty}{2}.$$

Therefore $\delta\to0$, and continuity of the square root gives

$$m-\sqrt{\delta^2+K^2}\;\to\;2h+\frac{A_\infty}{2}-\sqrt{\frac{A_\infty^2}{4}}=2h.$$

The last equality uses $A_\infty\ge0$, through `Real.sqrt_sq` in `dissociation_failure`.

`separated_eigenvectors` treats the endpoint, with all two-centre integrals zero. Its vectors have normalised forms $(1,-1)/\sqrt2$ and $(1,1)/\sqrt2$, with energies $2h$ and $2h+A$. Expanding the spatial products shows what they are:

$$\frac{g(1)g(2)-u(1)u(2)}{\sqrt2}=\frac{a(1)b(2)+b(1)a(2)}{\sqrt2},$$

$$\frac{g(1)g(2)+u(1)u(2)}{\sqrt2}=\frac{a(1)a(2)+b(1)b(2)}{\sqrt2}.$$

The first places one electron on each atom; the second places both on the same atom. The determinant $g^2$ contains the two with equal weight, hence its excess of $A/2$. In this two-orbital model, the failure is one of static correlation: a single closed-shell determinant cannot remove the ionic part, while mixing in $u^2$ does.
